# An invertible deformation acts on the reciprocal lattice by its inverse transpose, and the trace of a small strain is the first-order relative volume change

When an invertible linear map deforms a crystal lattice, the inverse transpose of that map carries the old reciprocal lattice onto the new one, and every Bloch phase keeps its value. For a small strain, the relative change of the cell volume is, to first order, the trace of the strain.

The wavevector map gives a natural way to pair the k-points of an unstrained and a homogeneously strained crystal. k-points held at fixed fractional coordinates, relative to the reciprocal basis that deforms with the crystal, keep their Bloch phases along corresponding lattice vectors. The trace is the quantity that a hydrostatic deformation potential multiplies in the linear shift of a band edge. The results below are geometrical and contain no Hamiltonian or band energy. They take for granted that the lattice vectors of the real crystal follow the macroscopic deformation, which is the Cauchy–Born assumption.

## Lattices, wavevectors and Bloch functions

The finite type `n` labels the Cartesian components and also the primitive vectors, so its number of elements is the dimension. Vectors are functions `n → ℝ`, and matrices are real and square.

```lean
import Mathlib

open Matrix Topology

namespace StrainedLattice

variable {n : Type*} [Fintype n] [DecidableEq n]
```

The columns $a_j$ of the cell matrix $A$ are the primitive vectors. Write $\Lambda(A)$ for `lattice A`, the set of all vectors $Az$ with integer components $z_j$. The definition accepts any $A$; the columns form a basis when $A$ is invertible, which the theorems state as `IsUnit A.det`, meaning $\det A\neq 0$.

```lean
/-- The lattice of all integer combinations of the columns of the cell matrix `A`. -/
def lattice (A : Matrix n n ℝ) : Set (n → ℝ) :=
  Set.range fun z : n → ℤ => A *ᵥ (fun i => (z i : ℝ))
```

For a set $L$ of vectors, write $L^*$ for `reciprocal L`. The factor $2\pi$ is included, as is usual in solid-state physics.

```lean
/-- The reciprocal lattice of `L`: all wavevectors `k` for which `k · R` is an integer
multiple of `2π` for every `R` in `L`. -/
def reciprocal (L : Set (n → ℝ)) : Set (n → ℝ) :=
  {k | ∀ R ∈ L, ∃ m : ℤ, k ⬝ᵥ R = 2 * Real.pi * (m : ℝ)}
```

A Bloch function here is any complex function with the right behaviour under translation. It need not solve a Schrödinger equation, and the sign convention is $e^{+ik\cdot R}$.

```lean
/-- `ψ` obeys the Bloch condition with wavevector `k`: translation by a vector `R` of `L`
multiplies it by `exp (i k · R)`. -/
def IsBloch (L : Set (n → ℝ)) (k : n → ℝ) (ψ : (n → ℝ) → ℂ) : Prop :=
  ∀ R ∈ L, ∀ x, ψ (x + R) = Complex.exp (Complex.I * ((k ⬝ᵥ R : ℝ) : ℂ)) * ψ x
```

## (a) Primitive vectors as lattice vectors

Let $u_j$ be the unit vector with a 1 in position $j$. Show that

$$a_j = A u_j \in \Lambda(A).$$

**Solution.** The $i$-th component is $(Au_j)_i=\sum_l A_{il}\delta_{lj}=A_{ij}$, and $u_j$ has integer components.

In Lean, `Pi.single j 1` is $u_j$, and `simp` evaluates the sum.

```lean
/-- Each column of the cell matrix is a lattice vector. -/
theorem column_mem_lattice (A : Matrix n n ℝ) (j : n) : (fun i => A i j) ∈ lattice A :=
  ⟨Pi.single j 1, by ext i; simp [Matrix.mulVec, dotProduct, Pi.single_apply]⟩
```

## (b) The cell matrix after a deformation

Let $F$ be a real matrix that sends each lattice vector $R$ to $FR$. Show that

$$\Lambda(FA)=F\Lambda(A).$$

**Solution.** For every integer vector $z$ we have $(FA)z=F(Az)$. Read from left to right, this puts each element of $\Lambda(FA)$ in $F\Lambda(A)$; read from right to left, it gives the other inclusion. $F$ may be singular here.

The symbol `''` denotes the image of a set under a map. The two halves of the proof use `Matrix.mulVec_mulVec` in its two directions, with the same `z`.

```lean
omit [DecidableEq n] in
/-- Deforming every vector of a lattice by `F` gives the lattice with cell matrix `F A`. -/
theorem lattice_mul (F A : Matrix n n ℝ) :
    lattice (F * A) = (fun R => F *ᵥ R) '' lattice A := by
  ext x
  constructor
  · rintro ⟨z, rfl⟩
    exact ⟨_, ⟨z, rfl⟩, Matrix.mulVec_mulVec _ _ _⟩
  · rintro ⟨_, ⟨z, rfl⟩, rfl⟩
    exact ⟨z, (Matrix.mulVec_mulVec _ _ _).symm⟩
```

## (c) Phases under the deformation

Let $F$ be invertible and write $F^{-T}=(F^{-1})^T$. Show that for all vectors $k$ and $R$

$$(F^{-T}k)\cdot(FR)=k\cdot R.$$

**Solution.** Write the dot product as a row times a column:

$$(F^{-T}k)^T FR = k^T F^{-1}FR = k^T R.$$

The vector $R$ need not belong to a lattice. The first two rewrites move the transposed matrix across the dot product, and `Matrix.nonsing_inv_mul` cancels $F^{-1}F$.

```lean
/-- For an invertible deformation `F`, the phase `k · R` is unchanged when `R` is mapped
by `F` and `k` by the inverse transpose of `F`. -/
theorem phase_preserved {F : Matrix n n ℝ} (hF : IsUnit F.det) (k R : n → ℝ) :
    ((F⁻¹)ᵀ *ᵥ k) ⬝ᵥ (F *ᵥ R) = k ⬝ᵥ R := by
  rw [Matrix.mulVec_transpose, ← Matrix.dotProduct_mulVec, Matrix.mulVec_mulVec,
    Matrix.nonsing_inv_mul _ hF, Matrix.one_mulVec]
```

## (d) The reciprocal lattice after the deformation

Let $F$ be invertible and $L$ any set of vectors. Show that

$$(FL)^*=F^{-T}L^*.$$

**Solution.** Let $k\in L^*$. By (c), $(F^{-T}k)\cdot(FR)=k\cdot R\in 2\pi\mathbb Z$ for every $R\in L$, so $F^{-T}k\in(FL)^*$.

Conversely, let $q\in(FL)^*$ and set $k=F^Tq$. Then $k\cdot R=q\cdot(FR)\in2\pi\mathbb Z$ for every $R\in L$, so $k\in L^*$. Moreover,

$$F^{-T}k=F^{-T}F^Tq=(FF^{-1})^Tq=q.$$

For $L=\Lambda(A)$, part (b) identifies $FL$ as the lattice with cell matrix $FA$.

Some condition on $F$ is needed. In one dimension take $L=\mathbb Z$ and $F=0$. Then $FL=\{0\}$, so $(FL)^*=\mathbb R$, whereas $L^*=2\pi\mathbb Z$, and no matrix maps $2\pi\mathbb Z$ onto $\mathbb R$.

The Lean proof treats the converse first, with `Fᵀ *ᵥ q` as the undeformed wavevector. Its last two lines apply `phase_preserved`.

```lean
/-- For an invertible deformation `F`, the reciprocal lattice of the deformed lattice is
the inverse transpose of `F` applied to the original reciprocal lattice. -/
theorem reciprocal_deformed {F : Matrix n n ℝ} (hF : IsUnit F.det) (L : Set (n → ℝ)) :
    reciprocal ((fun R => F *ᵥ R) '' L) = (fun k => (F⁻¹)ᵀ *ᵥ k) '' reciprocal L := by
  ext q
  constructor
  · intro hq
    -- the transpose of `F` carries `q` back to the undeformed reciprocal lattice
    refine ⟨Fᵀ *ᵥ q, fun R hR => ?_, ?_⟩
    · obtain ⟨m, hm⟩ := hq (F *ᵥ R) ⟨R, hR, rfl⟩
      refine ⟨m, ?_⟩
      rw [Matrix.mulVec_transpose, ← Matrix.dotProduct_mulVec]
      exact hm
    · show (F⁻¹)ᵀ *ᵥ (Fᵀ *ᵥ q) = q
      rw [Matrix.mulVec_mulVec, ← Matrix.transpose_mul, Matrix.mul_nonsing_inv _ hF,
        Matrix.transpose_one, Matrix.one_mulVec]
  · rintro ⟨k, hk, rfl⟩ _ ⟨R, hR, rfl⟩
    obtain ⟨m, hm⟩ := hk R hR
    exact ⟨m, (phase_preserved hF k R).trans hm⟩
```

## (e) An explicit reciprocal basis

Let $A$ be invertible. Show that

$$\Lambda(A)^*=\Lambda(2\pi A^{-T}).$$

**Solution.** Let $k\in\Lambda(A)^*$. By (a) each $a_j$ is a lattice vector, so $k\cdot a_j=2\pi m_j$ with integer $m_j$. Together these equations read $A^Tk=2\pi m$, hence $k=2\pi A^{-T}m$.

Conversely, let $k=2\pi A^{-T}z$ and $R=Aw$ with integer $z$ and $w$. Part (c), with $A$ in the place of $F$, gives

$$k\cdot R=2\pi\, z\cdot w=2\pi\sum_i z_iw_i,$$

an integer multiple of $2\pi$.

The columns $b_i$ of $2\pi A^{-T}$ are the textbook reciprocal vectors, with $b_i\cdot a_j=2\pi\delta_{ij}$. In the proof, `choose` collects the integers $m_j$, and `sm` moves a scalar factor from the matrix to the vector. The name `e` stands here for the equation $A^Tk=2\pi m$, not for a strain.

```lean
/-- For an invertible cell matrix `A`, the reciprocal lattice is the lattice whose cell
matrix is `2π` times the inverse transpose of `A`. -/
theorem reciprocal_lattice {A : Matrix n n ℝ} (hA : IsUnit A.det) :
    reciprocal (lattice A) = lattice ((2 * Real.pi) • (A⁻¹)ᵀ) := by
  have sm : ∀ (c : ℝ) (M : Matrix n n ℝ) (v : n → ℝ), (c • M) *ᵥ v = M *ᵥ (c • v) := by
    intro c M v
    ext i
    simp only [Matrix.mulVec, dotProduct, Matrix.smul_apply, Pi.smul_apply, smul_eq_mul]
    exact Finset.sum_congr rfl fun j _ => by ring
  ext k
  constructor
  · intro hk
    -- the phases along the columns of `A` are `2π` times the integer coordinates of `k`
    choose m hm using fun j => hk _ (column_mem_lattice A j)
    have e : k ᵥ* A = (2 * Real.pi) • (fun j => (m j : ℝ)) := funext fun j => hm j
    refine ⟨m, ?_⟩
    show ((2 * Real.pi) • (A⁻¹)ᵀ) *ᵥ (fun j => (m j : ℝ)) = k
    rw [sm, ← e, Matrix.mulVec_transpose, Matrix.vecMul_vecMul,
      Matrix.mul_nonsing_inv _ hA, Matrix.vecMul_one]
  · rintro ⟨z, rfl⟩ _ ⟨w, rfl⟩
    refine ⟨∑ i, z i * w i, ?_⟩
    show (((2 * Real.pi) • (A⁻¹)ᵀ) *ᵥ (fun i => (z i : ℝ))) ⬝ᵥ
      (A *ᵥ (fun i => (w i : ℝ))) = _
    rw [sm, phase_preserved hA, smul_dotProduct, smul_eq_mul]
    simp [dotProduct]
```

## (f) A Bloch function carried along

Let $F$ be invertible, let $\psi$ be a Bloch function of $L$ with wavevector $k$, and define $\varphi(x)=\psi(F^{-1}x)$. Show that for every $R\in L$

$$\varphi(x+FR)=e^{i(F^{-T}k)\cdot(FR)}\varphi(x).$$

**Solution.** Since $F^{-1}(x+FR)=F^{-1}x+R$,

$$\varphi(x+FR)=\psi(F^{-1}x+R)=e^{ik\cdot R}\psi(F^{-1}x)=e^{ik\cdot R}\varphi(x),$$

and (c) rewrites the phase.

If $\psi$ is normalised over a unit cell, then $|\det F|^{-1/2}\varphi$ is normalised over the deformed cell; the constant does not affect the Bloch condition. In general $\varphi$ is not an eigenfunction of the strained crystal's Hamiltonian. It only has the translation behaviour of a Bloch eigenfunction with wavevector $F^{-T}k$.

The `rw` line simplifies the argument of $\psi$ and the phase, after which the Bloch condition `hψ` at the point $F^{-1}x$ finishes the proof.

```lean
/-- A Bloch function carried along by an invertible deformation `F` is a Bloch function of
the deformed lattice, with wavevector mapped by the inverse transpose of `F`. -/
theorem IsBloch.deformed {F : Matrix n n ℝ} (hF : IsUnit F.det) {L : Set (n → ℝ)}
    {k : n → ℝ} {ψ : (n → ℝ) → ℂ} (hψ : IsBloch L k ψ) :
    IsBloch ((fun R => F *ᵥ R) '' L) ((F⁻¹)ᵀ *ᵥ k) (fun x => ψ (F⁻¹ *ᵥ x)) := by
  rintro _ ⟨R, hR, rfl⟩ x
  show ψ (F⁻¹ *ᵥ (x + F *ᵥ R)) =
    Complex.exp (Complex.I * ((((F⁻¹)ᵀ *ᵥ k) ⬝ᵥ (F *ᵥ R) : ℝ) : ℂ)) * ψ (F⁻¹ *ᵥ x)
  rw [Matrix.mulVec_add, Matrix.mulVec_mulVec, Matrix.nonsing_inv_mul _ hF,
    Matrix.one_mulVec, phase_preserved hF]
  exact hψ R hR _
```

## (g) Uniqueness of the wavevector map

Let $A$ be invertible, and let $F$ and $G$ be matrices with $(Gk)\cdot(FR)=k\cdot R$ for all wavevectors $k$ and all $R\in\Lambda(A)$. Show that

$$\det F\neq0\quad\text{and}\quad G=F^{-T}.$$

**Solution.** The assumption says $k\cdot(G^TFR)=k\cdot R$ for all $k$. Taking $k=u_i$ for each $i$ gives $G^TFR=R$. By (a) this holds for every column of $A$, so $G^TFA=A$. Multiplying by $A^{-1}$ from the right gives $G^TF=1$. A square matrix with a left inverse is invertible, so $\det F\neq0$ and $G^T=F^{-1}$.

The invertibility of $F$ is thus a conclusion, but some condition on $A$ is needed. In one dimension with $A=0$, the only lattice vector is $0$, and $F=G=0$ satisfies the assumption.

The steps `h3`, `h1` and `h4` are the equations $G^TFR=R$, $G^TFA=A$ and $G^TF=1$.

```lean
/-- If the cell matrix `A` is invertible and a linear map `G` of wavevectors preserves all
phases while lattice vectors are mapped by `F`, then `F` is invertible and `G` is its
inverse transpose. -/
theorem phase_map_unique {A F G : Matrix n n ℝ} (hA : IsUnit A.det)
    (h : ∀ k, ∀ R ∈ lattice A, (G *ᵥ k) ⬝ᵥ (F *ᵥ R) = k ⬝ᵥ R) :
    IsUnit F.det ∧ G = (F⁻¹)ᵀ := by
  -- the product of the transpose of `G` with `F` fixes every lattice vector
  have h3 : ∀ R ∈ lattice A, (Gᵀ * F) *ᵥ R = R := by
    intro R hR
    have h2 : ∀ k, k ⬝ᵥ ((Gᵀ * F) *ᵥ R) = k ⬝ᵥ R := by
      intro k
      rw [← Matrix.mulVec_mulVec, Matrix.dotProduct_mulVec, Matrix.vecMul_transpose]
      exact h k R hR
    ext i
    simpa [dotProduct, Pi.single_apply] using h2 (Pi.single i 1)
  have h1 : Gᵀ * F * A = A := by
    ext i j
    exact congrFun (h3 _ (column_mem_lattice A j)) i
  -- the lattice spans space, so that product is the identity
  have h4 : Gᵀ * F = 1 := by
    calc Gᵀ * F = Gᵀ * F * A * A⁻¹ := by
          rw [mul_assoc (Gᵀ * F), Matrix.mul_nonsing_inv _ hA, mul_one]
      _ = 1 := by rw [h1, Matrix.mul_nonsing_inv _ hA]
  refine ⟨Matrix.isUnit_det_of_left_inverse h4, ?_⟩
  rw [Matrix.inv_eq_left_inv h4, Matrix.transpose_transpose]
```

## (h) The determinant ratio under small strain

Let $A$ be invertible, let $e$ be a real matrix, usually written $\varepsilon$ in elasticity, and let $t$ be a real parameter that scales it. The deformation is $F=1+te$. Show that

$$\left.\frac{d}{dt}\frac{\det((1+te)A)}{\det A}\right|_{t=0}=\operatorname{tr}e.$$

**Solution.** The product rule for determinants reduces the ratio to $\det(1+te)$. Expand this as a sum over permutations. The identity permutation contributes

$$\prod_i(1+te_{ii})=1+t\sum_i e_{ii}+O(t^2).$$

Any other permutation moves at least two indices, so its term contains at least two off-diagonal factors $te_{ij}$ and is of order $t^2$ or higher. Hence

$$\det(1+te)=1+t\operatorname{tr}e+t^2p(t)$$

with a polynomial $p$. The derivative is $\operatorname{tr}e+2tp(t)+t^2p'(t)$, which equals $\operatorname{tr}e$ at $t=0$.

The matrix $e$ need not be symmetric, so it may include an infinitesimal rotation, which adds nothing to the trace. Mathlib's `Matrix.det_one_add_smul` supplies the expansion, `hf` rewrites the ratio with it, and `h` differentiates term by term.

```lean
/-- For an invertible cell matrix `A`, the ratio `det ((1 + t e) A) / det A` has derivative
`trace e` at `t = 0`. -/
theorem hasDerivAt_det_ratio {A : Matrix n n ℝ} (hA : IsUnit A.det) (e : Matrix n n ℝ) :
    HasDerivAt (fun t : ℝ => ((1 + t • e) * A).det / A.det) e.trace 0 := by
  -- the determinant is `1 + t trace e` up to a polynomial multiple of `t ^ 2`
  obtain ⟨p, hp⟩ : ∃ p : Polynomial ℝ, ∀ t : ℝ,
      (1 + t • e).det = 1 + e.trace * t + p.eval t * t ^ 2 :=
    ⟨_, fun t => Matrix.det_one_add_smul t e⟩
  have hf : (fun t : ℝ => ((1 + t • e) * A).det / A.det) =
      fun t => 1 + e.trace * t + p.eval t * t ^ 2 := by
    funext t
    rw [Matrix.det_mul, mul_div_cancel_right₀ _ hA.ne_zero, hp]
  have h := (((hasDerivAt_id' (0 : ℝ)).const_mul e.trace).const_add 1).fun_add
    ((p.hasDerivAt 0).fun_mul (hasDerivAt_pow 2 (0 : ℝ)))
  rw [hf]
  exact h.congr_deriv (by simp)
```

## (i) From determinant to volume

The volume of the cell spanned by the columns of $A$ is $|\det A|$. For invertible $A$ and any real $e$, show that

$$\left.\frac{d}{dt}\frac{|\det((1+te)A)|}{|\det A|}\right|_{t=0}=\operatorname{tr}e.$$

**Solution.** Let $r(t)$ be the ratio in (h). It is continuous at $t=0$ and $r(0)=1$, so $r(t)>0$ for all $t$ close enough to $0$. There the volume ratio $|r(t)|$ equals $r(t)$, and the two functions have the same derivative at $t=0$.

In Lean, `hpos` states the positivity near zero, and `congr_of_eventuallyEq` transfers the derivative between functions that agree near the point. The theorem concerns the derivative at zero strain; at finite strain in two or more dimensions, the volume ratio generally differs from $1+t\operatorname{tr}e$.

```lean
/-- For an invertible cell matrix `A`, the volume of the strained cell `(1 + t e) A` relative
to that of `A` has derivative `trace e` at `t = 0`. -/
theorem hasDerivAt_volume_ratio {A : Matrix n n ℝ} (hA : IsUnit A.det)
    (e : Matrix n n ℝ) :
    HasDerivAt (fun t : ℝ => |((1 + t • e) * A).det| / |A.det|) e.trace 0 := by
  have h := hasDerivAt_det_ratio hA e
  -- a small strain does not reverse the orientation of the cell
  have hpos : ∀ᶠ t : ℝ in 𝓝 0, 0 < ((1 + t • e) * A).det / A.det :=
    h.continuousAt.eventually (lt_mem_nhds (by simp [hA.ne_zero]))
  refine h.congr_of_eventuallyEq ?_
  filter_upwards [hpos] with t ht
  rw [← abs_div, abs_of_pos ht]

end StrainedLattice
```

```lean
#print axioms StrainedLattice.reciprocal_deformed
#print axioms StrainedLattice.reciprocal_lattice
#print axioms StrainedLattice.phase_map_unique
#print axioms StrainedLattice.hasDerivAt_volume_ratio
```

```
'StrainedLattice.reciprocal_deformed' depends on axioms: [propext, Classical.choice, Quot.sound]
'StrainedLattice.reciprocal_lattice' depends on axioms: [propext, Classical.choice, Quot.sound]
'StrainedLattice.phase_map_unique' depends on axioms: [propext, Classical.choice, Quot.sound]
'StrainedLattice.hasDerivAt_volume_ratio' depends on axioms: [propext, Classical.choice, Quot.sound]
```
